# The squared Euclidean length of a real three-dimensional vector is non-negative

The lemma `sqLen_nonneg` states that the squared Euclidean length of a vector in three-dimensional space is never negative. In mathematics, the dot product of `v` with itself, which is the sum of the squares of its three components, is at least zero. The components are real, and `v` is otherwise arbitrary: it need not be normalised and may be zero. The attempt gives a direct proof term: each square is non-negative by `mul_self_nonneg`, and so is their sum by `Finset.sum_nonneg`.

This version doesn't compile in Lean 4 with Mathlib:

```lean
import Mathlib

open Matrix

namespace SqLenNonneg

noncomputable section

/-- The squared Euclidean length of a vector in three-dimensional space. -/
def sqLen (v : Fin 3 → ℝ) : ℝ := v ⬝ᵥ v

lemma sqLen_nonneg (v : Fin 3 → ℝ) : 0 ≤ sqLen v :=
  Finset.sum_nonneg fun i _ => mul_self_nonneg (v i)

end

end SqLenNonneg
```

Lean reports:

```
Main.lean:13:2: error: Type mismatch
  Finset.sum_nonneg fun i x => mul_self_nonneg (v i)
has type
  0 ≤ ∑ i ∈ ?m.12, v i * v i
but is expected to have type
  0 ≤ sqLen v
```

The message sets two statements side by side. The proof term shows that a sum of the products `v i * v i` is non-negative, while the goal speaks of `sqLen v`. The two agree once the definitions are unfolded, but the goal as written shows no sum: it is hidden behind `sqLen` and, beneath that, `dotProduct`. Lean did not match the two forms when checking the term. The placeholder `?m.12` shows that the index set of the sum was still undetermined, since it could only come from the goal.

The repair opens the proof with `by` and unfolds both definitions with `simp only [sqLen, dotProduct]`. The goal is then an explicit sum of `v i * v i` over all three indices, which has the form `Finset.sum_nonneg` concludes and also fixes the index set. The original term, unchanged, now closes the goal through `exact`. The mathematical argument was right from the start; only the form of the goal stood in its way.

The mended proof, as a diff:

```diff
@@ -10,6 +10,7 @@
 def sqLen (v : Fin 3 → ℝ) : ℝ := v ⬝ᵥ v
 
-lemma sqLen_nonneg (v : Fin 3 → ℝ) : 0 ≤ sqLen v :=
-  Finset.sum_nonneg fun i _ => mul_self_nonneg (v i)
+lemma sqLen_nonneg (v : Fin 3 → ℝ) : 0 ≤ sqLen v := by
+  simp only [sqLen, dotProduct]
+  exact Finset.sum_nonneg fun i _ => mul_self_nonneg (v i)
 
 end
```
